# Centroid contraction of a convex potential bounded below never raises the ring-polymer free energy

Let a ring polymer of \(P\ge 1\) beads move in a potential \(V+W\), where \(W\) is convex and bounded below, and \(V\) is continuous and confining enough that \(e^{-\beta V/P}\) is integrable. If \(W\) is evaluated once, at the centroid, instead of being averaged over the beads, the partition function does not decrease and the free energy does not increase. For \(P\ge 2\) the free energy falls strictly unless \(W\) is constant.

Path-integral simulations use contraction to save evaluations of an expensive part of the potential. For a convex \(W\) contracted to a single point at fixed \(P\), the result gives the sign of the resulting free-energy error. Interactions that level off at large separation, such as electrostatic ones, are not convex, and the result does not cover them.

## Jensen's inequality under the path integral

Number the beads \(i=0,\dots,P-1\), with \(i+1\) taken cyclically, and write \(x=(x_0,\dots,x_{P-1})\) for their positions. The centroid and the bead average of \(W\) are

\[
\bar x=\frac1P\sum_i x_i,\qquad \langle W\rangle(x)=\frac1P\sum_i W(x_i).
\]

For a potential \(U\) of the whole ring, the weight is

\[
w_U(x)=\exp\Big(-c\sum_i\|x_i-x_{i+1}\|^2-\beta\langle V\rangle(x)-\beta U(x)\Big),
\]

with \(\beta>0\) the inverse temperature and \(c\ge 0\). The springs represent the quantum kinetic energy: for one particle of mass \(M\), \(c=MP/(2\beta\hbar^2)\). The full partition function \(Z_{\rm full}\) is the integral of \(w_U\) with \(U=\langle W\rangle\), and the contracted one, \(Z_{\rm con}\), has \(U(x)=W(\bar x)\).

**The inequality.** Convexity gives \(W(\bar x)\le\langle W\rangle(x)\). Since \(\beta>0\), the full weight is at most the contracted weight at every \(x\).

Both integrals converge. If \(W\ge m\), then both choices of \(U\) satisfy \(U\ge m\). Dropping the springs, which only reduce the weight, gives

\[
w_U(x)\le e^{-\beta m}\prod_i e^{-\beta V(x_i)/P},
\]

and the right-hand side integrates to \(e^{-\beta m}\big(\int e^{-\beta V(q)/P}\,dq\big)^P<\infty\). Integrating the pointwise inequality yields \(Z_{\rm full}\le Z_{\rm con}\). The weights are positive and continuous, so \(Z_{\rm full}>0\). With \(F=-\beta^{-1}\log Z\), monotonicity of the logarithm gives \(F_{\rm con}\le F_{\rm full}\).

**Equality.** Let \(P\ge2\) and \(Z_{\rm full}=Z_{\rm con}\). The difference of the weights is continuous, nonnegative and of zero integral, so it vanishes everywhere, and \(W(\bar x)=\langle W\rangle(x)\) for every \(x\). For points \(a,b\), put bead \(0\) at \(b+P(a-b)\) and all others at \(b\). The centroid is then \(a\), and

\[
W(a)=\frac1P\Big[W\big(b+P(a-b)\big)+(P-1)W(b)\Big],
\]

which rearranges to

\[
W\big(b+P(a-b)\big)-W(b)=P\,[W(a)-W(b)].
\]

Applying this repeatedly, each time with the displaced point in place of \(a\), gives

\[
W\big(b+P^n(a-b)\big)-W(b)=P^n\,[W(a)-W(b)].
\]

If \(W(a)<W(b)\), the right-hand side tends to \(-\infty\) as \(n\) grows, against the lower bound. Hence \(W(a)\ge W(b)\) for all \(a,b\), and exchanging the two points shows that \(W\) is constant. Conversely, a constant \(W\) makes the two weights identical.

**The smallest rings.** For \(P=1\) the bead is its own centroid, so the two partition functions coincide for every \(W\); this is why the equality statement starts at \(P=2\). For two beads on the line and \(W(q)=\tfrac12kq^2\) with \(k>0\),

\[
\langle W\rangle(x)-W(\bar x)=\frac k8(x_0-x_1)^2 .
\]

Contraction removes this extra attraction between the beads, and the partition function grows.

## Rings, weights and partition functions in Lean

The configuration space `E` is a real normed space, later taken finite-dimensional. The line is the case `E = ℝ`, and a mass-weighted norm accommodates several particles of different masses. The instance `NeZero P` says \(P\ge1\).

```lean
import Mathlib

open MeasureTheory

namespace RingPolymerContraction

noncomputable section

variable {E : Type*} [NormedAddCommGroup E] [NormedSpace ℝ E] {P : ℕ} [NeZero P]
```

A configuration is a function `x : Fin P → E`, and addition in `Fin P` is cyclic, which closes the ring.

```lean
/-- The centroid of a ring polymer: the mean position of its `P` beads. -/
def centroid (x : Fin P → E) : E := (P : ℝ)⁻¹ • ∑ i, x i

/-- The average of a potential over the beads. -/
def beadAverage (W : E → ℝ) (x : Fin P → E) : ℝ := (P : ℝ)⁻¹ * ∑ i, W (x i)
```

In the weight, `c` is not multiplied by `β`; it is a free parameter, and the value quoted above is one choice. The argument `U` lets a single definition serve both partition functions.

```lean
/-- The ring-polymer weight with springs `c ‖x_i - x_(i+1)‖²` (cyclic in `i`), the potential `V`
averaged over the beads, and a further potential `U` of the whole ring. -/
def weight (c β : ℝ) (V : E → ℝ) (U : (Fin P → E) → ℝ) (x : Fin P → E) : ℝ :=
  Real.exp (-(c * ∑ i, ‖x i - x (i + 1)‖ ^ 2) - β * beadAverage V x - β * U x)

/-- The partition function with `W` averaged over all beads. -/
def fullZ [MeasureSpace E] (P : ℕ) [NeZero P] (c β : ℝ) (V W : E → ℝ) : ℝ :=
  ∫ x : Fin P → E, weight c β V (beadAverage W) x

/-- The contracted partition function, with `W` evaluated only at the centroid. -/
def contractedZ [MeasureSpace E] (P : ℕ) [NeZero P] (c β : ℝ) (V W : E → ℝ) : ℝ :=
  ∫ x : Fin P → E, weight c β V (fun y => W (centroid y)) x
```

The usual prefactor from the momentum integrals is omitted. It is the same for both partition functions, so it affects neither their order nor the free-energy difference.

```lean
/-- The free energy `-log Z / β`, for `β ≠ 0` and `Z > 0`. -/
def freeEnergy (β Z : ℝ) : ℝ := -Real.log Z / β
```

These are integrals at fixed \(P\). The theorems do not take the limit \(P\to\infty\). For well-behaved potentials, the full integral, with its prefactor and the physical value of \(c\), tends to the quantum partition function of \(V+W\) in that limit; the contracted one in general does not.

## Jensen's inequality and its equality case

The first lemma applies Mathlib's finite Jensen inequality, `map_sum_le`, with all weights equal to \(1/P\).

```lean
/-- A convex potential at the centroid is at most its average over the beads. -/
theorem centroid_le_beadAverage {W : E → ℝ} (hW : ConvexOn ℝ Set.univ W) (x : Fin P → E) :
    W (centroid x) ≤ beadAverage W x := by
  have hP : (P : ℝ) ≠ 0 := Nat.cast_ne_zero.mpr (NeZero.ne P)
  have h := hW.map_sum_le (t := Finset.univ) (w := fun _ : Fin P => (P : ℝ)⁻¹) (p := x)
    (fun _ _ => by positivity) (by simp [hP]) (fun _ _ => Set.mem_univ _)
  simpa only [centroid, beadAverage, Finset.smul_sum, Finset.mul_sum, smul_eq_mul] using h
```

The second lemma contains the displaced-bead argument. It does not assume convexity, only equality in every configuration and a lower bound. In `key`, the configuration has bead `0` displaced; `hcen` computes its centroid and `hs` the values of `W` on its beads. Then `iter` is the induction on \(n\). Finally, `hle` assumes \(W(a)<W(b)\) and picks \(n\) with \(P^n>(W(b)-m)/(W(b)-W(a))\), which pushes `W` below its bound \(m\).

```lean
/-- For `P ≥ 2` beads, a potential bounded below whose centroid value equals its bead average in
every configuration is constant. -/
theorem constant_of_centroid_eq (hP : 2 ≤ P) {W : E → ℝ} (hb : BddBelow (Set.range W))
    (h : ∀ x : Fin P → E, W (centroid x) = beadAverage W x) (a b : E) : W a = W b := by
  have hP0 : (P : ℝ) ≠ 0 := Nat.cast_ne_zero.mpr (NeZero.ne P)
  -- one bead is displaced from `b` so that the centroid sits at `a`
  have key : ∀ a b : E, W (b + (P : ℝ) • (a - b)) - W b = P * (W a - W b) := by
    intro a b
    obtain ⟨x, hx⟩ : ∃ x : Fin P → E, ∀ i, x i = b + if i = 0 then (P : ℝ) • (a - b) else 0 :=
      ⟨_, fun _ => rfl⟩
    have hcen : centroid x = a := by
      simp only [centroid, hx, Finset.sum_add_distrib, Finset.sum_ite_eq', Finset.mem_univ,
        if_true, Finset.sum_const, Finset.card_univ, Fintype.card_fin]
      rw [← Nat.cast_smul_eq_nsmul ℝ, ← smul_add, smul_smul, inv_mul_cancel₀ hP0, one_smul]
      abel
    have hs : ∀ i, W (x i) = W b + if i = 0 then W (b + (P : ℝ) • (a - b)) - W b else 0 := by
      intro i
      rw [hx]
      split_ifs <;> simp
    have h1 := h x
    rw [hcen] at h1
    simp only [beadAverage, hs, Finset.sum_add_distrib, Finset.sum_ite_eq', Finset.mem_univ,
      if_true, Finset.sum_const, Finset.card_univ, Fintype.card_fin, nsmul_eq_mul] at h1
    rw [mul_add, inv_mul_cancel_left₀ hP0] at h1
    linear_combination (-(P : ℝ)) * h1 -
      (W (b + (P : ℝ) • (a - b)) - W b) * (mul_inv_cancel₀ hP0)
  have iter : ∀ (a b : E) (n : ℕ),
      W (b + (P : ℝ) ^ n • (a - b)) - W b = (P : ℝ) ^ n * (W a - W b) := by
    intro a b n
    induction n with
    | zero => simp
    | succ n ih =>
      have h2 := key (b + (P : ℝ) ^ n • (a - b)) b
      rw [add_sub_cancel_left, smul_smul, ← pow_succ', ih] at h2
      rw [h2]
      ring
  -- a descent would continue below every bound
  obtain ⟨m, hm⟩ := hb
  have hle : ∀ a b : E, W b ≤ W a := by
    intro a b
    by_contra hlt
    have hd : 0 < W b - W a := by linarith [not_le.mp hlt]
    have hP1 : (1 : ℝ) < P := by exact_mod_cast hP
    obtain ⟨n, hn⟩ := pow_unbounded_of_one_lt ((W b - m) / (W b - W a)) hP1
    rw [div_lt_iff₀ hd] at hn
    have h3 : m ≤ W (b + (P : ℝ) ^ n • (a - b)) := hm ⟨_, rfl⟩
    linarith [iter a b n]
  exact le_antisymm (hle b a) (hle a b)
```

## Convergence of the ring integrals

From here on `E` is finite-dimensional and carries a translation-invariant volume, that is, Lebesgue measure up to a constant factor. Continuity of the weight follows from that of its ingredients.

```lean
variable [FiniteDimensional ℝ E] [MeasureSpace E] [BorelSpace E]
  [(volume : Measure E).IsAddHaarMeasure] {c β : ℝ} {V W : E → ℝ}

omit [FiniteDimensional ℝ E] [MeasureSpace E] [BorelSpace E]
  [(volume : Measure E).IsAddHaarMeasure] [NormedSpace ℝ E] in
/-- Continuous potentials give a continuous ring-polymer weight. -/
theorem continuous_weight (hV : Continuous V) {U : (Fin P → E) → ℝ} (hU : Continuous U) :
    Continuous (weight c β V U) := by
  unfold weight beadAverage
  fun_prop
```

The hypothesis `hint` says that the classical configuration integral of `V` converges at inverse temperature \(\beta/P\), so `V` is assumed to confine the system without the help of `W`, even at \(P\) times the physical temperature. This is sufficient but not necessary: it excludes \(V=0\) with a harmonic `W` on the line, where both integrals converge if \(c>0\). The proof is the domination bound above: `hprod` integrates the product of single-bead factors, and `mono'` transfers integrability to the smaller weight. The facts `h2` and `h3` discard the springs and replace `U` by its lower bound.

```lean
/-- The ring-polymer weight is integrable if `exp (-β V / P)` is integrable, `V` and `U` are
continuous, `U` is bounded below, `c ≥ 0` and `β > 0`. -/
theorem integrable_weight (hc : 0 ≤ c) (hβ : 0 < β) (hV : Continuous V)
    (hint : Integrable (fun q => Real.exp (-β * V q / P)))
    {U : (Fin P → E) → ℝ} (hU : Continuous U) {m : ℝ} (hm : ∀ x, m ≤ U x) :
    Integrable (weight c β V U) := by
  have hprod : Integrable (fun x : Fin P → E => ∏ i, Real.exp (-β * V (x i) / P)) :=
    Integrable.fintype_prod (f := fun _ q => Real.exp (-β * V q / P)) (fun _ => hint)
  refine (hprod.const_mul (Real.exp (-β * m))).mono'
    (continuous_weight hV hU).aestronglyMeasurable (ae_of_all _ fun x => ?_)
  unfold weight
  rw [Real.norm_of_nonneg (Real.exp_pos _).le, ← Real.exp_sum, ← Real.exp_add]
  apply Real.exp_le_exp.mpr
  have h1 : ∑ i, -β * V (x i) / P = -β * beadAverage V x := by
    simp only [beadAverage, Finset.mul_sum]
    exact Finset.sum_congr rfl fun i _ => by ring
  have h2 : 0 ≤ c * ∑ i, ‖x i - x (i + 1)‖ ^ 2 := by positivity
  have h3 : β * m ≤ β * U x := mul_le_mul_of_nonneg_left (hm x) hβ.le
  rw [h1]
  linarith
```

## Ordering the partition functions and free energies

The main theorem has three parts: \(Z_{\rm full}>0\), \(Z_{\rm full}\le Z_{\rm con}\), and, for \(P\ge2\), equality exactly when `W` takes the same value at any two points. Convexity on the whole space is `ConvexOn ℝ Set.univ W`, and `BddBelow (Set.range W)` is the lower bound. Continuity of `W` is not assumed, since it follows from convexity in finite dimension.

In the proof, `hle` orders the weights pointwise and `integral_mono` integrates that order. The auxiliary statement `pos` says that a continuous, nonnegative, integrable function that is nonzero somewhere has positive integral. It is used twice: on the full weight, for positivity, and on the difference of the two weights. In the second use, a configuration with strict inequality in Jensen would make the difference of the partition functions positive, contradicting their equality. The previous lemma then shows that `W` is constant.

```lean
/-- For `P ≥ 1` beads and `W` convex and bounded below, the full partition function is positive
and at most the contracted one; for `P ≥ 2` the two agree exactly when `W` is constant. Here
`c ≥ 0`, `β > 0`, and `V` is continuous with `exp (-β V / P)` integrable. -/
theorem contraction_partitionFunction (hc : 0 ≤ c) (hβ : 0 < β) (hV : Continuous V)
    (hint : Integrable (fun q => Real.exp (-β * V q / P)))
    (hW : ConvexOn ℝ Set.univ W) (hb : BddBelow (Set.range W)) :
    0 < fullZ P c β V W ∧ fullZ P c β V W ≤ contractedZ P c β V W ∧
      (2 ≤ P → (fullZ P c β V W = contractedZ P c β V W ↔ ∀ a b, W a = W b)) := by
  have hP0 : (P : ℝ) ≠ 0 := Nat.cast_ne_zero.mpr (NeZero.ne P)
  have hWc : Continuous W := continuousOn_univ.mp (hW.continuousOn isOpen_univ)
  have hA : Continuous (beadAverage W : (Fin P → E) → ℝ) := by
    unfold beadAverage
    fun_prop
  have hC : Continuous (fun x : Fin P → E => W (centroid x)) := by
    unfold centroid
    fun_prop
  obtain ⟨m, hm⟩ := id hb
  have hmC : ∀ x : Fin P → E, m ≤ W (centroid x) := fun x => hm ⟨_, rfl⟩
  have iA := integrable_weight hc hβ hV hint hA
    (fun x => (hmC x).trans (centroid_le_beadAverage hW x))
  have iC := integrable_weight hc hβ hV hint hC hmC
  -- Jensen's inequality orders the two weights pointwise
  have hle : ∀ x : Fin P → E,
      weight c β V (beadAverage W) x ≤ weight c β V (fun y => W (centroid y)) x := by
    intro x
    apply Real.exp_le_exp.mpr
    linarith [mul_le_mul_of_nonneg_left (centroid_le_beadAverage hW x) hβ.le]
  have : (volume : Measure (Fin P → E)).IsOpenPosMeasure := by
    rw [volume_pi]
    infer_instance
  have pos : ∀ f : (Fin P → E) → ℝ, Continuous f → Integrable f → (∀ x, 0 ≤ f x) →
      ∀ y, f y ≠ 0 → 0 < ∫ x, f x := by
    intro f hf hi h0 y hy
    have ho : IsOpen (Function.support f) := isOpen_ne_fun hf continuous_const
    rw [integral_pos_iff_support_of_nonneg h0 hi]
    exact ho.measure_pos volume ⟨y, hy⟩
  refine ⟨pos _ (continuous_weight hV hA) iA (fun x => (Real.exp_pos _).le) 0
    (Real.exp_pos _).ne', integral_mono iA iC hle, fun hP => ⟨fun heq => ?_, fun h => ?_⟩⟩
  · -- equal integrals of ordered continuous weights force equality in Jensen's inequality
    refine constant_of_centroid_eq hP hb fun x => ?_
    by_contra hne
    have hpos := pos (fun y => weight c β V (fun y => W (centroid y)) y -
      weight c β V (beadAverage W) y)
      ((continuous_weight hV hC).sub (continuous_weight hV hA)) (iC.sub iA)
      (fun y => sub_nonneg.mpr (hle y)) x (by
        intro h0
        have h1 := Real.exp_injective (sub_eq_zero.mp h0)
        exact hne (mul_left_cancel₀ hβ.ne' (by linarith)))
    rw [integral_sub iC iA] at hpos
    unfold fullZ contractedZ at heq
    linarith
  · have hU : (beadAverage W : (Fin P → E) → ℝ) = fun x => W (centroid x) := by
      funext x
      unfold beadAverage
      rw [Finset.sum_congr rfl (fun i _ => h (x i) (centroid x))]
      simp [hP0]
    unfold fullZ contractedZ
    rw [hU]
```

The free-energy theorem takes logarithms. Positivity of \(Z_{\rm full}\) allows `Real.log_le_log`, the minus sign reverses the order, and division by \(\beta>0\) preserves it. For \(P\ge2\) and two points where `W` differs, the equality case excludes \(Z_{\rm full}=Z_{\rm con}\), so the inequality is strict.

```lean
/-- Centroid contraction of a convex potential `W` bounded below never raises the free energy, and
strictly lowers it if `P ≥ 2` and `W` is not constant. Here `c ≥ 0`, `β > 0`, and `V` is
continuous with `exp (-β V / P)` integrable. -/
theorem contraction_freeEnergy (hc : 0 ≤ c) (hβ : 0 < β) (hV : Continuous V)
    (hint : Integrable (fun q => Real.exp (-β * V q / P)))
    (hW : ConvexOn ℝ Set.univ W) (hb : BddBelow (Set.range W)) :
    freeEnergy β (contractedZ P c β V W) ≤ freeEnergy β (fullZ P c β V W) ∧
      (2 ≤ P → (∃ a b, W a ≠ W b) →
        freeEnergy β (contractedZ P c β V W) < freeEnergy β (fullZ P c β V W)) := by
  obtain ⟨hpos, hle, heq⟩ := contraction_partitionFunction hc hβ hV hint hW hb
  unfold freeEnergy
  refine ⟨?_, fun hP ⟨a, b, hab⟩ => ?_⟩
  · rw [div_le_div_iff_of_pos_right hβ]
    exact neg_le_neg (Real.log_le_log hpos hle)
  · rw [div_lt_div_iff_of_pos_right hβ]
    have hlt := lt_of_le_of_ne hle fun h => hab ((heq hP).mp h a b)
    exact neg_lt_neg (Real.log_lt_log hpos hlt)

end

end RingPolymerContraction
```

The lower bound on `W` matters for strictness. With \(V(q)=q^2\) and \(W(q)=q\) on the line, both integrals converge and Jensen's inequality is an equality in every configuration, so contraction changes nothing although `W` is not constant.

```lean
#print axioms RingPolymerContraction.contraction_freeEnergy
```

```
'RingPolymerContraction.contraction_freeEnergy' depends on axioms: [propext, Classical.choice, Quot.sound]
```
